# Walk eigenphases other than 0 and π give eigenvalues cos θ of the encoded operator PUP

After phase estimation on a qubitised walk operator, I convert the phase \(\theta\) into an energy by computing \(\lambda\cos\theta\), where \(\lambda\) is the factor by which the Hamiltonian was scaled down before encoding. But the walk acts on a larger space than the Hamiltonian does, so it could have eigenvectors that have nothing to do with the spectrum I want.

The claim I would like to see made rigorous is this. Let \(U\) be Hermitian and unitary, \(P\) an orthogonal projector and \(W=(2P-1)U\). If \(Wv=e^{i\theta}v\) with \(v\neq0\) and \(e^{i\theta}\neq\pm1\), then \(Pv\) is a genuine eigenvector of \(PUP\) with eigenvalue \(\cos\theta\). Can this be proved in a form that a machine checks?

## From a walk eigenvector to an encoded eigenvector

Yes, for any finite dimension. Write \(\mu\) for the eigenvalue, so \(Wv=\mu v\). The reflection \(2P-1\) squares to \(4P^2-4P+1=1\), so applying it to both sides gives
\[
Uv=\mu(2Pv-v).
\]
Apply \(U\) again, using \(U^2=1\), and substitute the same formula for \(Uv\) on the right:
\[
v=2\mu\,UPv-\mu^2(2Pv-v).
\]
Now apply \(P\). Since \(P^2=P\), the last bracket becomes \(Pv\), and
\[
2\mu\,PUP(Pv)=(\mu^2+1)Pv .
\]
For \(\mu=e^{i\theta}\) we have \(\mu^2+1=2\mu\cos\theta\). Dividing by \(2\mu\neq0\) gives \(PUP(Pv)=\cos\theta\,Pv\).

This equation would be empty if \(Pv\) were zero. To exclude that, set \(p=\|Pv\|^2=\langle v,Pv\rangle\) and \(w=\|v\|^2\). First, \(U\) preserves the norm, so
\[
w=\|Uv\|^2=|\mu|^2(4p-2p-2p+w)=|\mu|^2w,
\]
and \(|\mu|=1\) because \(w\neq0\). Second, \(\langle v,Uv\rangle=\mu(2p-w)\) is real because \(U\) is Hermitian, so \(\bar\mu(2p-w)=\mu(2p-w)\). Multiplying by \(\mu\) gives
\[
(\mu^2-1)(2p-w)=0 .
\]
If \(\mu\neq\pm1\), then \(p=w/2\). For a normalised \(v\), a measurement of \(P\) therefore succeeds with probability exactly \(1/2\), and in particular \(Pv\neq0\).

## What the Lean theorem says

Operators are complex square matrices over a finite index type `n`, and states are functions `n → ℂ`, not necessarily normalised. The inner product \(\langle x,y\rangle\) is `star x ⬝ᵥ y`, conjugate-linear in the first slot.

`IsBlockEncoding U P` collects four conditions: \(U\) and \(P\) are Hermitian, \(U^2=1\) and \(P^2=P\). Block encodings in general also allow a unitary \(U\) that is not Hermitian; those are not covered here. In the physical setting, \(P\) selects the prepared ancilla state, and \(PUP\) acts on that sector as the scaled Hamiltonian. The definitions `walk` and `encoded` are \((2P-1)U\) and \(PUP\), with \(U\) acting first in the walk.

`no_spurious_energies` assumes `IsBlockEncoding U P`, which its docstring leaves unsaid, and takes a real \(\theta\), a nonzero \(v\), the eigenvalue equation and the two exclusions. It concludes both that \(Pv\neq0\) and that \(PUP(Pv)=\cos\theta\,Pv\). As the eigenvector lies in the range of \(P\), a result \(\cos\theta=0\) is not merely the zero that \(PUP\) has on the complement of that range.

For electronic structure, this supports reading energies from walk phases other than \(0\) and \(\pi\) in an idealised, finite-dimensional setting with exact eigenvectors. The scale \(\lambda\), the construction of \(U\) from a Hamiltonian, and the finite resolution of phase estimation are not modelled. Nor does the theorem state the converse, that every encoded energy appears among the walk phases.

```lean
import Mathlib

open Matrix
open scoped ComplexOrder

namespace QubitisationNoSpurious

noncomputable section

variable {n : Type*} [Fintype n] [DecidableEq n]

/-- A Hermitian unitary `U` together with an orthogonal projector `P`. -/
structure IsBlockEncoding (U P : Matrix n n ℂ) : Prop where
  U_herm : U.IsHermitian
  U_sq : U * U = 1
  P_herm : P.IsHermitian
  P_sq : P * P = P

/-- The walk operator `W = (2P - 1) U`. -/
def walk (U P : Matrix n n ℂ) : Matrix n n ℂ := ((2 : ℂ) • P - 1) * U

/-- The encoded operator `P U P`. -/
def encoded (U P : Matrix n n ℂ) : Matrix n n ℂ := P * U * P

omit [DecidableEq n] in
/-- A Hermitian matrix can be moved from one side of the inner product to the other. -/
theorem hermitian_move {A : Matrix n n ℂ} (hA : A.IsHermitian) (x y : n → ℂ) :
    star (A *ᵥ x) ⬝ᵥ y = star x ⬝ᵥ (A *ᵥ y) := by
  rw [Matrix.star_mulVec, hA.eq, Matrix.dotProduct_mulVec]

/-- On an eigenvector of the walk operator with eigenvalue `μ`, the unitary `U` acts as
`μ` times the reflection `2P - 1`. -/
theorem unitary_on_eigenvector {U P : Matrix n n ℂ} (h : IsBlockEncoding U P)
    {v : n → ℂ} {μ : ℂ} (hW : walk U P *ᵥ v = μ • v) :
    U *ᵥ v = μ • ((2 : ℂ) • (P *ᵥ v) - v) := by
  -- the reflection is its own inverse
  have hR : ((2 : ℂ) • P - 1) * ((2 : ℂ) • P - 1) = 1 := by
    simp only [sub_mul, mul_sub, Matrix.smul_mul, Matrix.mul_smul, h.P_sq, one_mul, mul_one]
    module
  calc U *ᵥ v = (((2 : ℂ) • P - 1) * walk U P) *ᵥ v := by
        rw [walk, ← mul_assoc, hR, one_mul]
    _ = μ • ((2 : ℂ) • (P *ᵥ v) - v) := by
        rw [← Matrix.mulVec_mulVec, hW, Matrix.mulVec_smul, Matrix.sub_mulVec,
          Matrix.smul_mulVec, Matrix.one_mulVec]

/-- The projection of a walk eigenvector with eigenvalue `μ` satisfies
`2μ PUP (Pv) = (μ² + 1) Pv`. -/
theorem encoded_on_projection {U P : Matrix n n ℂ} (h : IsBlockEncoding U P)
    {v : n → ℂ} {μ : ℂ} (hW : walk U P *ᵥ v = μ • v) :
    (2 * μ) • (encoded U P *ᵥ (P *ᵥ v)) = (μ ^ 2 + 1) • (P *ᵥ v) := by
  have h1 := unitary_on_eigenvector h hW
  -- apply `U` once more, then project
  have h2 := congrArg (fun x => U *ᵥ x) h1
  simp only [Matrix.mulVec_smul, Matrix.mulVec_sub, Matrix.mulVec_mulVec, h.U_sq,
    Matrix.one_mulVec] at h2
  rw [h1] at h2
  have h3 := congrArg (fun x => P *ᵥ x) h2
  simp only [Matrix.mulVec_smul, Matrix.mulVec_sub, Matrix.mulVec_mulVec, h.P_sq] at h3
  have he : encoded U P *ᵥ (P *ᵥ v) = (P * (U * P)) *ᵥ v := by
    rw [Matrix.mulVec_mulVec, encoded, mul_assoc, h.P_sq, mul_assoc]
  rw [he]
  linear_combination (norm := module) (-1 : ℂ) • h3

/-- Every eigenvalue of the walk operator lies on the unit circle. -/
theorem eigenvalue_on_circle {U P : Matrix n n ℂ} (h : IsBlockEncoding U P)
    {v : n → ℂ} {μ : ℂ} (hv : v ≠ 0) (hW : walk U P *ᵥ v = μ • v) :
    star μ * μ = 1 := by
  have hq := hermitian_move h.P_herm v v
  have hp : star v ⬝ᵥ (P *ᵥ v) = star (P *ᵥ v) ⬝ᵥ (P *ᵥ v) := by
    rw [hermitian_move h.P_herm, Matrix.mulVec_mulVec, h.P_sq]
  -- `U` preserves the norm
  have hn : star (U *ᵥ v) ⬝ᵥ (U *ᵥ v) = star v ⬝ᵥ v := by
    rw [hermitian_move h.U_herm, Matrix.mulVec_mulVec, h.U_sq, Matrix.one_mulVec]
  rw [unitary_on_eigenvector h hW] at hn
  simp only [star_smul, star_sub, star_ofNat, smul_dotProduct, dotProduct_smul,
    sub_dotProduct, dotProduct_sub, smul_eq_mul] at hn
  rw [hq, hp] at hn
  have hw : star v ⬝ᵥ v ≠ 0 := fun h0 => hv (dotProduct_star_self_eq_zero.mp h0)
  apply mul_right_cancel₀ hw
  linear_combination hn

/-- A walk eigenvector whose eigenvalue is neither `1` nor `-1` has exactly half of its
squared norm in the range of `P`. -/
theorem half_weight {U P : Matrix n n ℂ} (h : IsBlockEncoding U P)
    {v : n → ℂ} {μ : ℂ} (hW : walk U P *ᵥ v = μ • v) (h1 : μ ≠ 1) (h2 : μ ≠ -1) :
    2 * (star (P *ᵥ v) ⬝ᵥ (P *ᵥ v)) = star v ⬝ᵥ v := by
  by_cases hv : v = 0
  · simp [hv]
  have hu := eigenvalue_on_circle h hv hW
  have hq := hermitian_move h.P_herm v v
  have hp : star v ⬝ᵥ (P *ᵥ v) = star (P *ᵥ v) ⬝ᵥ (P *ᵥ v) := by
    rw [hermitian_move h.P_herm, Matrix.mulVec_mulVec, h.P_sq]
  -- the expectation value of `U` is real
  have ha := hermitian_move h.U_herm v v
  rw [unitary_on_eigenvector h hW] at ha
  simp only [star_smul, star_sub, star_ofNat, smul_dotProduct, dotProduct_smul,
    sub_dotProduct, dotProduct_sub, smul_eq_mul] at ha
  rw [hq, hp] at ha
  have hz : ((μ - 1) * (μ + 1)) *
      (2 * (star (P *ᵥ v) ⬝ᵥ (P *ᵥ v)) - star v ⬝ᵥ v) = 0 := by
    linear_combination (-μ) * ha +
      (2 * (star (P *ᵥ v) ⬝ᵥ (P *ᵥ v)) - star v ⬝ᵥ v) * hu
  have hne : (μ - 1) * (μ + 1) ≠ 0 :=
    mul_ne_zero (sub_ne_zero.mpr h1) (fun h0 => h2 (eq_neg_of_add_eq_zero_left h0))
  exact sub_eq_zero.mp ((mul_eq_zero.mp hz).resolve_left hne)

/-- No spurious walk energies: if `W v = exp(iθ) v` with `v` nonzero and `exp(iθ)` neither
`1` nor `-1`, then `P v` is an eigenvector of `P U P` with eigenvalue `cos θ`. -/
theorem no_spurious_energies {U P : Matrix n n ℂ} (h : IsBlockEncoding U P)
    {v : n → ℂ} {θ : ℝ} (hv : v ≠ 0)
    (hW : walk U P *ᵥ v = Complex.exp (θ * Complex.I) • v)
    (h1 : Complex.exp (θ * Complex.I) ≠ 1) (h2 : Complex.exp (θ * Complex.I) ≠ -1) :
    P *ᵥ v ≠ 0 ∧ encoded U P *ᵥ (P *ᵥ v) = (Real.cos θ : ℂ) • (P *ᵥ v) := by
  constructor
  · -- a vanishing projection would contradict the half-weight law
    intro h0
    have hw := half_weight h hW h1 h2
    rw [h0, dotProduct_zero, mul_zero] at hw
    exact hv (dotProduct_star_self_eq_zero.mp hw.symm)
  · have hE : Complex.exp (θ * Complex.I) * Complex.exp (-θ * Complex.I) = 1 := by
      rw [← Complex.exp_add, show (θ : ℂ) * Complex.I + -θ * Complex.I = 0 by ring,
        Complex.exp_zero]
    have hc : Complex.exp (θ * Complex.I) ^ 2 + 1
        = 2 * Complex.exp (θ * Complex.I) * (Real.cos θ : ℂ) := by
      rw [Complex.ofReal_cos, Complex.cos]
      linear_combination -hE
    have hne : 2 * Complex.exp (θ * Complex.I) ≠ 0 :=
      mul_ne_zero two_ne_zero (Complex.exp_ne_zero _)
    ext i
    have hi := congrFun (encoded_on_projection h hW) i
    simp only [Pi.smul_apply, smul_eq_mul] at hi ⊢
    apply mul_left_cancel₀ hne
    linear_combination hi + (P *ᵥ v) i * hc

/-- For every angle with `sin θ ≠ 0`, an explicit two-level block encoding and the vector
`(1, i)` meet all hypotheses of `no_spurious_energies`. -/
theorem no_spurious_energies_witness (θ : ℝ) (hs : Real.sin θ ≠ 0) :
    let U : Matrix (Fin 2) (Fin 2) ℂ :=
      !![(Real.cos θ : ℂ), (Real.sin θ : ℂ); (Real.sin θ : ℂ), -(Real.cos θ : ℂ)]
    let P : Matrix (Fin 2) (Fin 2) ℂ := !![1, 0; 0, 0]
    let v : Fin 2 → ℂ := ![1, Complex.I]
    IsBlockEncoding U P ∧ v ≠ 0 ∧ walk U P *ᵥ v = Complex.exp (θ * Complex.I) • v ∧
      Complex.exp (θ * Complex.I) ≠ 1 ∧ Complex.exp (θ * Complex.I) ≠ -1 := by
  intro U P v
  have hμ : Complex.exp (θ * Complex.I)
      = (Real.cos θ : ℂ) + (Real.sin θ : ℂ) * Complex.I := by
    rw [Complex.exp_mul_I, Complex.ofReal_cos, Complex.ofReal_sin]
  have hcs := Real.cos_sq_add_sin_sq θ
  rw [hμ]
  clear hμ
  subst U P v
  -- from here on, the only facts used about `c` and `s` are `c² + s² = 1` and `s ≠ 0`
  generalize Real.cos θ = c at *
  generalize Real.sin θ = s at *
  have hC : (c : ℂ) ^ 2 + (s : ℂ) ^ 2 = 1 := by exact_mod_cast hcs
  refine ⟨⟨?_, ?_, ?_, ?_⟩, ?_, ?_, ?_, ?_⟩
  · exact Matrix.IsHermitian.ext (by intro i j; fin_cases i <;> fin_cases j <;> simp)
  · ext i j
    fin_cases i <;> fin_cases j <;> simp [Matrix.mul_apply, Fin.sum_univ_succ] <;>
      first | ring1 | linear_combination hC
  · exact Matrix.IsHermitian.ext (by intro i j; fin_cases i <;> fin_cases j <;> simp)
  · ext i j
    fin_cases i <;> fin_cases j <;> simp [Matrix.mul_apply, Fin.sum_univ_succ]
  · intro h0
    simpa using congrFun h0 0
  · ext i
    fin_cases i <;>
      simp [walk, Matrix.mulVec, dotProduct, Matrix.mul_apply, Fin.sum_univ_two,
        Matrix.one_apply] <;>
      first | ring1 | linear_combination (-(s : ℂ)) * Complex.I_sq
  · exact fun h0 => hs (by simpa using congrArg Complex.im h0)
  · exact fun h0 => hs (by simpa using congrArg Complex.im h0)

/-- An explicit three-level block encoding whose walk operator has eigenvectors with
eigenvalues `-1` and `1` that are both annihilated by `P`. -/
theorem excluded_eigenvalues_sharp :
    let U : Matrix (Fin 3) (Fin 3) ℂ := !![1, 0, 0; 0, 1, 0; 0, 0, -1]
    let P : Matrix (Fin 3) (Fin 3) ℂ := !![1, 0, 0; 0, 0, 0; 0, 0, 0]
    IsBlockEncoding U P ∧
      (walk U P *ᵥ ![0, 1, 0] = (-1 : ℂ) • ![0, 1, 0] ∧ P *ᵥ ![0, 1, 0] = 0) ∧
      (walk U P *ᵥ ![0, 0, 1] = (1 : ℂ) • ![0, 0, 1] ∧ P *ᵥ ![0, 0, 1] = 0) := by
  intro U P
  subst U P
  refine ⟨⟨?_, ?_, ?_, ?_⟩, ⟨?_, ?_⟩, ?_, ?_⟩
  · exact Matrix.IsHermitian.ext (by intro i j; fin_cases i <;> fin_cases j <;> simp)
  · ext i j
    fin_cases i <;> fin_cases j <;> simp [Matrix.mul_apply, Fin.sum_univ_succ]
  · exact Matrix.IsHermitian.ext (by intro i j; fin_cases i <;> fin_cases j <;> simp)
  · ext i j
    fin_cases i <;> fin_cases j <;> simp [Matrix.mul_apply, Fin.sum_univ_succ]
  all_goals
    ext i
    fin_cases i <;>
      simp [walk, Matrix.mulVec, dotProduct, Matrix.mul_apply, Fin.sum_univ_three,
        Matrix.one_apply]

end

end QubitisationNoSpurious
```

```lean
#print axioms QubitisationNoSpurious.no_spurious_energies
-- 'QubitisationNoSpurious.no_spurious_energies' depends on axioms: [propext, Classical.choice, Quot.sound]
#print axioms QubitisationNoSpurious.excluded_eigenvalues_sharp
-- 'QubitisationNoSpurious.excluded_eigenvalues_sharp' depends on axioms: [propext, Classical.choice, Quot.sound]
```

## How the proof follows the algebra

`unitary_on_eigenvector` undoes the reflection; its local fact `hR` is \((2P-1)^2=1\). `encoded_on_projection` then applies \(U\) and \(P\) to that equation with `congrArg`, and `linear_combination` with `module` collects the vector terms.

`hermitian_move` shifts a Hermitian matrix across the inner product. In `eigenvalue_on_circle` and `half_weight` it turns every cross term into \(p\). The first lemma expands norm preservation, and the second expands the reality of \(\langle v,Uv\rangle\). In `half_weight`, `hz` is the product equation above, with \(\mu^2-1\) factored as \((\mu-1)(\mu+1)\); the exclusions make both factors nonzero.

The main theorem gets \(Pv\neq0\) by contradiction from the half-weight law. For the eigenvalue, `hc` is the identity \(\mu^2+1=2\mu\cos\theta\), and the common factor \(2\mu\) is cancelled in each component.

## Two levels, three levels and the complementary sector

In one dimension \(W=\pm1\), so the exclusions leave nothing to test. Two levels are the smallest case with content. `no_spurious_energies_witness` shows that all hypotheses are met there for every \(\theta\) with \(\sin\theta\neq0\), using \(v=(1,i)\), or \((1,i)/\sqrt2\) when normalised. The proof writes \(e^{i\theta}=\cos\theta+i\sin\theta\); the other facts it uses about \(\theta\) are \(\cos^2\theta+\sin^2\theta=1\) and \(\sin\theta\neq0\).

`excluded_eigenvalues_sharp` checks, entry by entry, a three-level example in which \(P\) annihilates walk eigenvectors at both \(-1\) and \(1\). So the conclusion \(Pv\neq0\) can fail at either excluded value. The phase \(\pi\) there is truly spurious: it would give \(\cos\pi=-1\), while \(PUP\) has only the eigenvalues 1 and 0.

The same argument also applies to the complementary projector \(Q=1-P\). Its walk operator is \(-W\), so \(v\) has eigenvalue \(-e^{i\theta}\) there, and \(Qv\) is a nonzero eigenvector of \(QUQ\) with eigenvalue \(-\cos\theta\).
